# An imaginary-rotation bound for two classical planar rotors joined by one ferromagnetic bond

How strongly does a ferromagnetic bond align two classical planar rotors in thermal equilibrium? To bound the answer by moving the relative angle into the complex plane, one first has to decide what an angle is. Here it is a real number $t$, integrated over $[0,2\pi]$, and periodicity is a property of the functions of $t$. The same formula then makes sense at a complex angle $z$.

The bond energy is $-J\cos(\theta_1-\theta_2)$, so only $t=\theta_1-\theta_2$ matters, and the dimensionless coupling is $K=J/(k_BT)$. The integral over the common orientation gives a factor $2\pi$ that cancels in every average. With

$$Z=\int_0^{2\pi}e^{K\cos t}\,dt,\qquad \langle\cos nt\rangle=\frac1Z\int_0^{2\pi}\cos(nt)\,e^{K\cos t}\,dt,$$

the result for $K\ge 0$, every integer $n$ and every real $a$ is

$$|\langle\cos nt\rangle|\le e^{-na+K(\cosh a-1)}.$$

The case $n=1$ is the spin-spin correlation. The Lean statements are multiplied through by $Z>0$, so they compare two integrals and avoid dividing by $Z$.

McBryan and Spencer's names are attached to a bound on the decay of correlations across a two-dimensional lattice of rotors. What follows is the estimate for an isolated bond. Their lattice argument uses an imaginary shift that varies from site to site and controls the sum of the resulting terms over all bonds; that step is not carried out here.

```lean
import Mathlib

open Complex (I)
open scoped Real

namespace McBryanSpencerBond

noncomputable section
```

## The weight and its complex extension

The Boltzmann factor of the bond is $e^{K\cos t}$, with $K$ and $t$ real.

```lean
/-- Boltzmann weight of one bond between two planar rotors with relative angle `t` and
dimensionless coupling `K`. -/
def bondWeight (K t : ℝ) : ℝ := Real.exp (K * Real.cos t)
```

The harmonic $\cos nt$ is the real part of $e^{int}$. Including the weight and allowing a complex angle gives

$$F(z)=e^{inz+K\cos z}.$$

In Lean, `I` is the imaginary unit and `n` has type `ℤ`. An integer $n$ is what makes $e^{inz}$ periodic with period $2\pi$.

```lean
/-- The `n`-th harmonic `exp (i n z)` times the bond weight, at a complex angle `z`. -/
def bondIntegrand (K : ℝ) (n : ℤ) (z : ℂ) : ℂ :=
  Complex.exp (I * n * z + K * Complex.cos z)
```

Replacing $t$ by $t+ia$ and then bounding the modulus will lead to the exponent

$$R(a)=-na+K(\cosh a-1).$$

The first term comes from the harmonic. For $K\ge0$ the second is the largest increase, over real $t$, in the real part of the weight's exponent $K\cos z$. The name `rotationExponent` refers to this imaginary displacement, which is not a physical turning of the rotors.

```lean
/-- Exponent used in the bound for an imaginary shift `i a` of the relative angle: `-n a` from the
harmonic plus `K (cosh a - 1)` from the bond weight. -/
def rotationExponent (K : ℝ) (n : ℤ) (a : ℝ) : ℝ :=
  -(n * a) + K * (Real.cosh a - 1)
```

## Shifting the contour

Let $f$ be entire with $f(z+2\pi)=f(z)$. Cauchy's theorem on the rectangle with corners $0$, $2\pi$, $2\pi+ia$ and $ia$ reads

$$\int_0^{2\pi}f(t)\,dt-\int_0^{2\pi}f(t+ia)\,dt+i\int_0^a f(2\pi+iy)\,dy-i\int_0^a f(iy)\,dy=0.$$

By periodicity $f(2\pi+iy)=f(iy)$, so the last two terms cancel and the horizontal integrals are equal. This holds for either sign of $a$.

In the proof, `h` is Cauchy's identity and `side` is the equality on the vertical edges. The final `linear_combination` carries out the cancellation.

```lean
/-- The integral of an entire function of period `2π` over one period does not change when the
angle is shifted by an imaginary amount. -/
theorem integral_complex_rotation {f : ℂ → ℂ} (hf : Differentiable ℂ f)
    (hp : ∀ z, f (z + 2 * π) = f z) (a : ℝ) :
    ∫ t in (0 : ℝ)..2 * π, f (t + a * I) = ∫ t in (0 : ℝ)..2 * π, f t := by
  -- Cauchy's theorem on the rectangle with corners 0 and 2π + i a
  have h := Complex.integral_boundary_rect_eq_zero_of_differentiableOn f 0
    (⟨2 * π, a⟩ : ℂ) hf.differentiableOn
  -- the two vertical sides agree by periodicity
  have side : ∀ y : ℝ, f (((2 * π : ℝ) : ℂ) + y * I) = f (y * I) := by
    intro y
    rw [← hp (y * I)]
    congr 1
    push_cast
    ring
  simp only [Complex.zero_re, Complex.zero_im, Complex.ofReal_zero, zero_mul, add_zero,
    zero_add, side, smul_eq_mul] at h
  linear_combination -h
```

## The modulus after the shift

At the shifted angle,

$$in(t+ia)=int-na,\qquad \cos(t+ia)=\cos t\cosh a-i\sin t\sinh a.$$

The modulus of an exponential is the exponential of the real part of its argument, hence

$$|F(t+ia)|=e^{-na+K\cosh a\cos t}.$$

The equation `e` in the proof separates the exponent into its real and imaginary parts, and `Complex.norm_exp` then keeps the real one.

```lean
/-- Modulus of the integrand at the rotated angle `t + i a`. -/
theorem norm_bondIntegrand (K : ℝ) (n : ℤ) (t a : ℝ) :
    ‖bondIntegrand K n (t + a * I)‖ =
      Real.exp (-(n * a) + K * Real.cosh a * Real.cos t) := by
  have e : I * n * (t + a * I) + K * Complex.cos (t + a * I) =
      ((-(n * a) + K * Real.cosh a * Real.cos t : ℝ) : ℂ) +
        ((n * t - K * (Real.sin t * Real.sinh a) : ℝ) : ℂ) * I := by
    rw [Complex.cos_add_mul_I]
    push_cast
    linear_combination (n * a : ℂ) * Complex.I_sq
  rw [bondIntegrand, e, Complex.norm_exp]
  simp only [Complex.add_re, Complex.ofReal_re, Complex.re_ofReal_mul, Complex.I_re,
    mul_zero, add_zero]
```

The shift lemma also assumes that the function is entire. $F$ is, being built from the exponential, the cosine, sums and products.

```lean
/-- The complex bond integrand is an entire function of the angle. -/
theorem differentiable_bondIntegrand (K : ℝ) (n : ℤ) :
    Differentiable ℂ (bondIntegrand K n) := by
  show Differentiable ℂ fun z : ℂ => Complex.exp (I * n * z + K * Complex.cos z)
  fun_prop
```

## Returning to the real harmonic

For real $t$,

$$\operatorname{Re}F(t)=\operatorname{Re}\left(e^{K\cos t}e^{int}\right)=\cos(nt)\,e^{K\cos t}.$$

Taking the real part commutes with integration, so

$$\int_0^{2\pi}\cos(nt)\,e^{K\cos t}\,dt=\operatorname{Re}\int_0^{2\pi}F(t)\,dt.$$

The pointwise identity is `pt`. The exchange uses `Complex.reCLM`, the real part as a continuous linear map, and the integrability that follows from the continuity of $F$.

```lean
/-- The weighted integral of `cos (n t)` is the real part of the integral of the complex bond
integrand over real angles. -/
theorem harmonic_eq_re (K : ℝ) (n : ℤ) :
    ∫ t in (0 : ℝ)..2 * π, Real.cos (n * t) * bondWeight K t =
      (∫ t in (0 : ℝ)..2 * π, bondIntegrand K n t).re := by
  have hc : Continuous fun t : ℝ => bondIntegrand K n t :=
    (differentiable_bondIntegrand K n).continuous.comp Complex.continuous_ofReal
  have pt : ∀ t : ℝ, Real.cos (n * t) * bondWeight K t = (bondIntegrand K n t).re := by
    intro t
    have e : I * n * t + K * Complex.cos t =
        ((K * Real.cos t : ℝ) : ℂ) + ((n * t : ℝ) : ℂ) * I := by
      push_cast
      ring
    rw [bondIntegrand, e, Complex.exp_re, bondWeight]
    simp only [Complex.add_re, Complex.add_im, Complex.ofReal_re, Complex.ofReal_im,
      Complex.re_ofReal_mul, Complex.im_ofReal_mul, Complex.I_re, Complex.I_im,
      mul_zero, add_zero, zero_add, mul_one]
    ring
  have h := Complex.reCLM.intervalIntegral_comp_comm
    (hc.intervalIntegrable (μ := MeasureTheory.volume) 0 (2 * π))
  simp only [Complex.reCLM_apply] at h
  rw [← h]
  exact intervalIntegral.integral_congr fun t _ => pt t
```

## The bound for every shift

$F$ has period $2\pi$ because $\cos(z+2\pi)=\cos z$ and $e^{2\pi in}=1$, so the contour may be shifted:

$$\left|\int_0^{2\pi}\cos(nt)\,e^{K\cos t}\,dt\right|=\left|\operatorname{Re}\int_0^{2\pi}F(t+ia)\,dt\right|\le\int_0^{2\pi}e^{-na+K\cosh a\cos t}\,dt.$$

Since $K\ge0$, $\cosh a\ge1$ and $\cos t\le1$,

$$K\cosh a\cos t=K\cos t+K(\cosh a-1)\cos t\le K\cos t+K(\cosh a-1).$$

The last integrand is therefore at most $e^{R(a)}e^{K\cos t}$, and integrating gives $e^{R(a)}Z$.

The theorem's hypothesis `hK` is $K\ge0$, a ferromagnetic or absent coupling. For $K<0$ the inequality fails at large positive $a$ when $n=1$: the right side tends to zero while the left side is a fixed positive number.

In the proof, `hp` is the periodicity. The lemma `intervalIntegral.norm_integral_le_of_norm_le` passes from a pointwise bound on the modulus to a bound on the integral. The closing `nlinarith` receives the product $K(\cosh a-1)(1-\cos t)\ge0$, which is the displayed inequality rearranged.

```lean
/-- McBryan-Spencer bound for one bond: for `K ≥ 0`, every integer harmonic `n` and every real `a`,
the absolute value of the weighted integral of `cos (n t)` is at most `exp (-n a + K (cosh a - 1))`
times the partition function of the bond. -/
theorem mcBryan_spencer_bond {K : ℝ} (hK : 0 ≤ K) (n : ℤ) (a : ℝ) :
    |∫ t in (0 : ℝ)..2 * π, Real.cos (n * t) * bondWeight K t| ≤
      Real.exp (rotationExponent K n a) * ∫ t in (0 : ℝ)..2 * π, bondWeight K t := by
  have hp : ∀ z, bondIntegrand K n (z + 2 * π) = bondIntegrand K n z := by
    intro z
    have e : I * n * (z + 2 * π) + K * Complex.cos z =
        (I * n * z + K * Complex.cos z) + n * (2 * π * I) := by ring
    rw [bondIntegrand, bondIntegrand, Complex.cos_add_two_pi, e]
    exact Complex.exp_periodic.int_mul n _
  have hw : Continuous fun t : ℝ => Real.exp (rotationExponent K n a) * bondWeight K t := by
    unfold bondWeight
    fun_prop
  -- rotate the angle, then take absolute values inside the integral
  rw [harmonic_eq_re, ← integral_complex_rotation (differentiable_bondIntegrand K n) hp a,
    ← intervalIntegral.integral_const_mul]
  refine (Complex.abs_re_le_norm _).trans ?_
  refine intervalIntegral.norm_integral_le_of_norm_le (by positivity)
    (Filter.Eventually.of_forall fun t _ => ?_) (hw.intervalIntegrable _ _)
  rw [norm_bondIntegrand, bondWeight, ← Real.exp_add]
  apply Real.exp_le_exp.mpr
  unfold rotationExponent
  -- the increase `K (cosh a - 1) cos t` of the exponent is at most `K (cosh a - 1)`
  nlinarith [mul_nonneg (mul_nonneg hK (sub_nonneg.2 (Real.one_le_cosh a)))
    (sub_nonneg.2 (Real.cos_le_one t))]
```

Setting $n=1$ and writing out the definitions gives the bound on the spin-spin correlation for $K>0$, multiplied through by $Z$:

$$\left|\int_0^{2\pi}\cos t\,e^{K\cos t}\,dt\right|\le e^{-a+K(\cosh a-1)}\int_0^{2\pi}e^{K\cos t}\,dt.$$

```lean
/-- The bound for the spin-spin correlation `cos t` of a bond with coupling `K > 0`, for every
real `a`. -/
theorem spin_correlation_bound {K : ℝ} (hK : 0 < K) (a : ℝ) :
    |∫ t in (0 : ℝ)..2 * π, Real.cos t * Real.exp (K * Real.cos t)| ≤
      Real.exp (-a + K * (Real.cosh a - 1)) *
        ∫ t in (0 : ℝ)..2 * π, Real.exp (K * Real.cos t) := by
  have h := mcBryan_spencer_bond hK.le 1 a
  simpa only [rotationExponent, bondWeight, Int.cast_one, one_mul] using h
```

## The best imaginary angle

The bound holds for all $a$, so one may minimise $R(a)$. For $K>0$, setting $R'(a)=-n+K\sinh a$ to zero gives $a=b$ with

$$b=\operatorname{arsinh}(n/K),\qquad K\sinh b=n.$$

To see that this is the only minimiser, use the fact that the exponential lies strictly above its tangents: $e^x>e^y(1+x-y)$ for $x\ne y$. Apply this to the pairs $(a,b)$ and $(-a,-b)$ with $a\neq b$, and average:

$$\cosh a>\cosh b+(a-b)\sinh b.$$

Multiplication by $K$ gives $K\cosh a-K\cosh b>n(a-b)$, which is $R(a)>R(b)$.

The Lean proof follows this convexity argument without differentiating. There `hb` is $K\sinh b=n$, `h1` and `h2` are the two tangent inequalities, and `h3` is their average. Strict positivity of $K$ matters here: at $K=0$ the exponent is $-na$, which has no minimum when $n\ne0$.

```lean
/-- For `K > 0` the exponent of the bound has its strict minimum over all real `a` at
`a = arsinh (n / K)`. -/
theorem optimal_rotation {K : ℝ} (hK : 0 < K) (n : ℤ) {a : ℝ}
    (ha : a ≠ Real.arsinh (n / K)) :
    rotationExponent K n (Real.arsinh (n / K)) < rotationExponent K n a := by
  have hb : K * Real.sinh (Real.arsinh (n / K)) = n := by
    rw [Real.sinh_arsinh]
    field_simp
  generalize Real.arsinh (n / K) = b at ha hb ⊢
  -- exp lies strictly above its tangents, hence so does cosh
  have tangent : ∀ x y : ℝ, x ≠ y → Real.exp y * (x - y + 1) < Real.exp x := by
    intro x y hxy
    calc Real.exp y * (x - y + 1) < Real.exp y * Real.exp (x - y) :=
          mul_lt_mul_of_pos_left (Real.add_one_lt_exp (sub_ne_zero.2 hxy)) (Real.exp_pos y)
      _ = Real.exp x := by
          rw [← Real.exp_add]
          congr 1
          ring
  have h1 := tangent a b ha
  have h2 := tangent (-a) (-b) (fun h => ha (neg_injective h))
  have h3 : Real.cosh b + Real.sinh b * (a - b) < Real.cosh a := by
    simp only [Real.cosh_eq, Real.sinh_eq]
    nlinarith
  have h4 := mul_lt_mul_of_pos_left h3 hK
  have h5 : K * Real.sinh b * (a - b) = n * (a - b) := by rw [hb]
  unfold rotationExponent
  nlinarith
```

Because $\cosh(\operatorname{arsinh}x)=\sqrt{1+x^2}$, one has $K\cosh b=\sqrt{K^2+n^2}$ and

$$R(b)=\sqrt{K^2+n^2}-K-n\operatorname{arsinh}(n/K).$$

The equation `e` factors $K^2$ out of the expression under the square root, and $K>0$ gives $\sqrt{K^2}=K$.

```lean
/-- Value of the exponent at `a = arsinh (n / K)`, for `K > 0`. -/
theorem optimal_exponent {K : ℝ} (hK : 0 < K) (n : ℤ) :
    rotationExponent K n (Real.arsinh (n / K)) =
      √(K ^ 2 + (n : ℝ) ^ 2) - K - n * Real.arsinh (n / K) := by
  have e : K ^ 2 + (n : ℝ) ^ 2 = K ^ 2 * (1 + (n / K) ^ 2) := by
    field_simp
  rw [rotationExponent, Real.cosh_arsinh, e, Real.sqrt_mul (sq_nonneg K),
    Real.sqrt_sq hK.le]
  ring
```

Without a shift, $R(0)=0$, and the bound says only that $|\langle\cos nt\rangle|\le1$. If $n\ne0$, then $\sinh b=n/K\ne0$, so $b\ne0$. Strict minimality gives $R(b)<R(0)=0$, and the optimised factor is smaller than one. For $n=0$ the best shift is $b=0$ and nothing is gained, as it must be for $\langle1\rangle=1$.

The final theorem joins the closed-form bound and the negative exponent by `∧`. Its proof obtains the second part by comparing the optimal shift with $a=0$, as above.

```lean
/-- For `K > 0` and a nonzero harmonic `n`, the optimised bound holds in closed form and its
exponent is negative. -/
theorem optimal_bond_bound {K : ℝ} (hK : 0 < K) {n : ℤ} (hn : n ≠ 0) :
    |∫ t in (0 : ℝ)..2 * π, Real.cos (n * t) * bondWeight K t| ≤
        Real.exp (√(K ^ 2 + (n : ℝ) ^ 2) - K - n * Real.arsinh (n / K)) *
          ∫ t in (0 : ℝ)..2 * π, bondWeight K t ∧
      √(K ^ 2 + (n : ℝ) ^ 2) - K - n * Real.arsinh (n / K) < 0 := by
  rw [← optimal_exponent hK n]
  refine ⟨mcBryan_spencer_bond hK.le n _, ?_⟩
  -- compare with no rotation at all, where the exponent vanishes
  have h0 : (0 : ℝ) ≠ Real.arsinh (n / K) := by
    intro h
    have hs := Real.sinh_arsinh ((n : ℝ) / K)
    rw [← h, Real.sinh_zero] at hs
    exact div_ne_zero (Int.cast_ne_zero.2 hn) hK.ne' hs.symm
  have hlt := optimal_rotation hK n h0
  have hz : rotationExponent K n 0 = 0 := by
    simp [rotationExponent]
  rwa [hz] at hlt

end

end McBryanSpencerBond
```

```lean
#print axioms McBryanSpencerBond.spin_correlation_bound
-- 'McBryanSpencerBond.spin_correlation_bound' depends on axioms: [propext, Classical.choice, Quot.sound]
#print axioms McBryanSpencerBond.optimal_bond_bound
-- 'McBryanSpencerBond.optimal_bond_bound' depends on axioms: [propext, Classical.choice, Quot.sound]
```

## The bond at $K=1$, and the angle as a point on a circle

Take $K=1$ and $n=1$. The best shift is $b=\operatorname{arsinh}1\approx0.881$ and the exponent is $\sqrt2-1-0.881\approx-0.467$, so $|\langle\cos t\rangle|\le0.627$. The exact average is a ratio of modified Bessel functions, $I_1(1)/I_0(1)\approx0.446$.

The same shift appears when the harmonic integral is evaluated by steepest descent. The exponent $inz+K\cos z$ is stationary where $\sin z=in/K$, and one solution is $z=ib$. The optimal horizontal line therefore passes through a saddle point. Contour shifts of this kind are also used in simulation to reduce cancellations between oscillating contributions; the present case has one classical angle and a constant shift. These numerical and saddle-point remarks supplement the checked theorems.

The relative angle could also have been modelled as a point on the circle, with the normalised uniform measure. Periodicity would then belong to the type, $e^{int}$ would be a character of the circle group, and both integrals would be divided by $2\pi$, leaving the inequality the same. The contour argument would still need a lift to the complex plane, or a complex cylinder in its place, before the angle could be given an imaginary part.
